# Even degeneracy of every level gives a Hermitian matrix an antiunitary symmetry that squares to −1

If every energy level of a finite Hermitian matrix H has even degeneracy, then H commutes with an antiunitary map T that satisfies T² = −1. Without any condition on the degeneracies, H still commutes with an antiunitary map that squares to +1.

## Doublets and time reversal

For a system with an odd number of electrons, time reversal squares to −1. Kramers' theorem says that if such a T commutes with the Hamiltonian, every level has even degeneracy. The question here runs the other way: given a spectrum made only of even levels, is there a T with T² = −1 behind it?

There is, but it need not be the physical time reversal, which flips spins and momenta. Take a spin in a magnetic field, together with a two-valued orbital label that does not enter the energy:

H = σ_z ⊗ 1

Both levels are twofold. Physical time reversal reverses σ_z and so does not commute with H. The map (1 ⊗ iσ_y)K, with K complex conjugation, does commute with H and squares to −1; it acts on the orbital label and leaves σ_z alone. Even degeneracies throughout therefore do not by themselves establish physical time-reversal symmetry.

## The statement in matrices

An antiunitary map on column vectors is complex conjugation followed by a unitary matrix U:

T v = U conj(v)

In Lean this is `timeReversal U v`, where `star v` is the entrywise conjugate. The name is broader than its textbook use: the definition accepts any matrix U, and the theorems supply a unitary one, which still need not describe physical time reversal. `conjMat H` is the entrywise conjugate of H, and ᴴ denotes the conjugate transpose, often written †.

The index type `n` is any finite set of basis labels, and `H.IsHermitian` is the usual condition. `degeneracy H E` is the complex dimension of the eigenspace at the real number E. It is zero, hence even, when E is not an eigenvalue, so the hypothesis `heven` can range over all real E and still restrict only the actual levels.

The theorem `kramers_converse` then gives a unitary U with

Uᵀ = −U and U conj(H) = H U

`exists_timeReversal_sq_neg` restates this for vectors: T(Tv) = −v and T(Hv) = H(Tv) for every v. `exists_timeReversal_sq_pos` assumes only that H is Hermitian and gives T(Tv) = v instead. All of this concerns finite matrices. Whether T is the time reversal of a real system, with its prescribed action on spin, position and momentum, is a separate question that the theorems do not address.

## Building T from the eigenvectors

**Diagonalise.** Write H = V D Vᴴ, where the columns of V are orthonormal eigenvectors and D is diagonal with real entries e_i.

**Count.** For real E,

H − E = V (D − E) Vᴴ

Since V is invertible, the rank of H − E is the number of i with e_i ≠ E. By rank and nullity, the eigenspace at E has dimension equal to the number of i with e_i = E. By hypothesis this number is even.

**Pair.** Within each level, group the indices into pairs and let σ(i) be the partner of i; here σ is a map on indices, not a Pauli matrix. Then σ(σ(i)) = i and e_σ(i) = e_i. Give one member of each pair the sign s_i = +1 and the other −1, so that s_σ(i) = −s_i. Define

S_ij = s_i if j = σ(i), and 0 otherwise

This matrix has three properties.

- It is antisymmetric: S_ji is nonzero only if i = σ(j), that is j = σ(i), and then S_ji = s_j = −s_i = −S_ij.
- It is unitary: (S Sᴴ)_ij = Σ_k S_ik conj(S_jk) vanishes unless σ(i) = σ(j), that is i = j, and then it equals |s_i|² = 1.
- It commutes with D: (SD)_ij = S_ij e_j and (DS)_ij = e_i S_ij, and these agree because e_j = e_i wherever S_ij is nonzero.

**Return to the original basis.** Put U = V S Vᵀ. Transposing VᴴV = 1 gives Vᵀ conj(V) = 1, so Vᵀ is unitary, and so is U. Since D is real, conj(H) = conj(V) D Vᵀ, and

U conj(H) = V S Vᵀ conj(V) D Vᵀ
= V S D Vᵀ
= V D S Vᵀ
= V D Vᴴ V S Vᵀ
= H U

Antisymmetry carries over as well:

Uᵀ = V Sᵀ Vᵀ = −U

**Read off T.** The matrix relation gives

T(Hv) = U conj(H) conj(v) = H U conj(v) = H(Tv)

For the square, conj(U) = (Uᵀ)ᴴ = −Uᴴ, so

T(Tv) = U conj(U) v = −U Uᴴ v = −v

For the +1 case take S = 1, which commutes with D without any pairing. Then U = V Vᵀ is symmetric, conj(U) = Uᴴ, and T(Tv) = v. This T is complex conjugation of the coefficients in the eigenbasis.

## An even dimension is not enough

Suppose the condition on each level is weakened to an even total dimension. Take H = diag(0, 1). Every antisymmetric unitary 2 × 2 matrix has U₁₂ = u and U₂₁ = −u with |u| = 1, and zeros on the diagonal. Then

(U conj(H))₁₂ = u, but (H U)₁₂ = 0

No admissible U exists, because the only available partner lies at a different energy.

## T as an abstract antiunitary map

T could also have been modelled as a conjugate-linear isometry of a finite-dimensional complex inner product space. Antiunitarity would then be built into the type of T, and no basis would be singled out for complex conjugation. The matrix version depends on such a basis, but it turns T² = −1 into the concrete condition Uᵀ = −U on a unitary matrix.

## The Lean file

```lean
import Mathlib

open Matrix

namespace KramersConverse

noncomputable section

variable {n : Type*} [Fintype n] [DecidableEq n]

/-- The entrywise complex conjugate of a matrix. -/
def conjMat (A : Matrix n n ℂ) : Matrix n n ℂ := A.map (starRingEnd ℂ)

/-- The degeneracy of the energy `E`: the complex dimension of the eigenspace of `H` at `E`. -/
def degeneracy (H : Matrix n n ℂ) (E : ℝ) : ℕ :=
  Module.finrank ℂ (Module.End.eigenspace (Matrix.toLin' H) (E : ℂ))

/-- The antilinear map `v ↦ U conj(v)`: complex conjugation followed by the matrix `U`. -/
def timeReversal (U : Matrix n n ℂ) (v : n → ℂ) : n → ℂ := U *ᵥ star v

/-- A Hermitian matrix is diagonalised by a unitary matrix, with real energies. -/
theorem exists_diagonalisation {H : Matrix n n ℂ} (hH : H.IsHermitian) :
    ∃ V ∈ Matrix.unitaryGroup n ℂ, ∃ e : n → ℝ,
      H = V * diagonal (fun i => (e i : ℂ)) * Vᴴ := by
  refine ⟨hH.eigenvectorUnitary, hH.eigenvectorUnitary.2, hH.eigenvalues, ?_⟩
  have h := hH.spectral_theorem
  rw [Unitary.conjStarAlgAut_apply] at h
  exact h

/-- For a diagonalised Hamiltonian, the degeneracy of `E` is the number of diagonal
entries equal to `E`. -/
theorem degeneracy_eq_card {H V : Matrix n n ℂ} {e : n → ℝ}
    (hV : V ∈ Matrix.unitaryGroup n ℂ)
    (hH : H = V * diagonal (fun i => (e i : ℂ)) * Vᴴ) (E : ℝ) :
    degeneracy H E = Nat.card {i // e i = E} := by
  classical
  have h1 : V * Vᴴ = 1 := Matrix.mem_unitaryGroup_iff.mp hV
  have h2 : Vᴴ * V = 1 := Matrix.mem_unitaryGroup_iff'.mp hV
  let w : n → ℂ := fun i => (e i : ℂ) - (E : ℂ)
  have hw : diagonal w = diagonal (fun i => (e i : ℂ)) - (E : ℂ) • (1 : Matrix n n ℂ) := by
    ext i j
    by_cases h : i = j
    · subst h; simp [w]
    · simp [h]
  have hs : H - (E : ℂ) • (1 : Matrix n n ℂ) = V * diagonal w * Vᴴ := by
    rw [hw, Matrix.mul_sub, Matrix.sub_mul, Matrix.mul_smul, Matrix.mul_one,
      Matrix.smul_mul, h1, ← hH]
  -- the eigenspace is the kernel of `H - E`, whose rank is read off the diagonal
  have hk : Module.End.eigenspace (Matrix.toLin' H) (E : ℂ)
      = LinearMap.ker (H - (E : ℂ) • (1 : Matrix n n ℂ)).mulVecLin := by
    ext v
    rw [Module.End.mem_eigenspace_iff, LinearMap.mem_ker, Matrix.mulVecLin_apply,
      Matrix.toLin'_apply, Matrix.sub_mulVec, Matrix.smul_mulVec, Matrix.one_mulVec,
      sub_eq_zero]
  have hrank : (H - (E : ℂ) • (1 : Matrix n n ℂ)).rank = Nat.card {i // w i ≠ 0} := by
    rw [hs, Matrix.rank_mul_eq_left_of_isUnit_det _ _ (Matrix.isUnit_det_of_left_inverse h1),
      Matrix.rank_mul_eq_right_of_isUnit_det _ _ (Matrix.isUnit_det_of_left_inverse h2),
      Matrix.rank_diagonal, Fintype.card_eq_nat_card]
  have hsum : Nat.card {i // w i = 0} + Nat.card {i // w i ≠ 0} = Fintype.card n := by
    rw [← Nat.card_sum, ← Nat.card_eq_fintype_card]
    exact Nat.card_congr (Equiv.sumCompl (fun i => w i = 0))
  have hc : Nat.card {i // e i = E} = Nat.card {i // w i = 0} :=
    Nat.card_congr (Equiv.subtypeEquivRight fun i => by simp [w, sub_eq_zero])
  have hr := LinearMap.finrank_range_add_finrank_ker
    (H - (E : ℂ) • (1 : Matrix n n ℂ)).mulVecLin
  change (H - (E : ℂ) • (1 : Matrix n n ℂ)).rank + _ = _ at hr
  rw [hrank, Module.finrank_fintype_fun_eq_card] at hr
  unfold degeneracy
  rw [hk, hc]
  omega

/-- If every energy occurs an even number of times in a list, some antisymmetric unitary
matrix commutes with the diagonal matrix of these energies. -/
theorem exists_pairing (e : n → ℝ) (he : ∀ E, Even (Nat.card {i // e i = E})) :
    ∃ S ∈ Matrix.unitaryGroup n ℂ, Sᵀ = -S ∧
      S * diagonal (fun i => (e i : ℂ)) = diagonal (fun i => (e i : ℂ)) * S := by
  -- label the states of each level by a pair number and a two-valued pseudospin
  have key : ∀ E, ∃ k : ℕ, Nonempty ({i // e i = E} ≃ Fin k × Bool) := by
    intro E
    obtain ⟨k, hk⟩ := he E
    have h1 : Nat.card {i // e i = E} = k * 2 := by omega
    have h2 : Nat.card (Fin k × Bool) = k * 2 := by
      rw [Nat.card_eq_fintype_card, Fintype.card_prod, Fintype.card_fin, Fintype.card_bool]
    exact ⟨k, ⟨(Finite.equivFinOfCardEq h1).trans (Finite.equivFinOfCardEq h2).symm⟩⟩
  choose k f using key
  obtain ⟨g, hg⟩ : ∃ g : ((E : ℝ) × (Fin (k E) × Bool)) ≃ n, ∀ a, e (g a) = a.1 :=
    ⟨(Equiv.sigmaCongrRight fun E => (f E).some.symm).trans (Equiv.sigmaFiberEquiv e),
      fun a => ((f a.1).some.symm a.2).2⟩
  -- on the labels, `τ` flips the pseudospin and `c` is its sign
  obtain ⟨τ, c, hτ, hc, hc1, hτE⟩ :
      ∃ (τ : ((E : ℝ) × (Fin (k E) × Bool)) → ((E : ℝ) × (Fin (k E) × Bool)))
        (c : ((E : ℝ) × (Fin (k E) × Bool)) → ℂ), (∀ a, τ (τ a) = a) ∧
        (∀ a, c (τ a) = -c a) ∧ (∀ a, c a * star (c a) = 1) ∧ ∀ a, (τ a).1 = a.1 := by
    refine ⟨fun a => ⟨a.1, (a.2.1, !a.2.2)⟩, fun a => if a.2.2 = true then 1 else -1,
      ?_, ?_, ?_, fun _ => rfl⟩
    · rintro ⟨E, p, b⟩
      cases b <;> rfl
    · rintro ⟨E, p, b⟩
      cases b <;> simp
    · rintro ⟨E, p, b⟩
      cases b <;> simp
  -- `σ` and `s` are the same flip and sign on the states themselves
  obtain ⟨σ, s, hσ, hs, hs1, heσ⟩ : ∃ (σ : n → n) (s : n → ℂ), (∀ i, σ (σ i) = i) ∧
      (∀ i, s (σ i) = -s i) ∧ (∀ i, s i * star (s i) = 1) ∧ ∀ i, e (σ i) = e i := by
    refine ⟨fun i => g (τ (g.symm i)), fun i => c (g.symm i), ?_, ?_,
      fun i => hc1 (g.symm i), ?_⟩
    · intro i
      simp only [Equiv.symm_apply_apply, hτ, Equiv.apply_symm_apply]
    · intro i
      simp only [Equiv.symm_apply_apply, hc]
    · intro i
      have h := hg (g.symm i)
      rw [Equiv.apply_symm_apply] at h
      rw [hg, hτE, h]
  refine ⟨Matrix.of fun i j => if j = σ i then s i else 0, ?_, ?_, ?_⟩
  · rw [Matrix.mem_unitaryGroup_iff]
    ext i j
    rw [Matrix.mul_apply, Finset.sum_eq_single (σ i)]
    · by_cases h : i = j
      · subst h
        simpa [Matrix.star_apply] using hs1 i
      · have h' : σ i ≠ σ j := fun q => h (by rw [← hσ i, q, hσ])
        simp [Matrix.star_apply, h, h']
    · intro b _ hb
      simp [hb]
    · simp
  · ext i j
    by_cases h : j = σ i
    · subst h
      simp [hσ, hs]
    · have h' : i ≠ σ j := fun q => h (by rw [q, hσ])
      simp [h, h']
  · ext i j
    rw [Matrix.mul_diagonal, Matrix.diagonal_mul]
    by_cases h : j = σ i
    · subst h
      simp [heσ, mul_comm]
    · simp [h]

/-- Let the unitary `V` diagonalise `H` with real energies. A unitary `S` commuting with the
diagonal matrix of energies gives a unitary `U = V S Vᵀ` with `U conj(H) = H U`. -/
theorem symmetry_of_commuting {H V S : Matrix n n ℂ} {e : n → ℝ}
    (hV : V ∈ Matrix.unitaryGroup n ℂ)
    (hH : H = V * diagonal (fun i => (e i : ℂ)) * Vᴴ)
    (hS : S ∈ Matrix.unitaryGroup n ℂ)
    (hSD : S * diagonal (fun i => (e i : ℂ)) = diagonal (fun i => (e i : ℂ)) * S) :
    V * S * Vᵀ ∈ Matrix.unitaryGroup n ℂ ∧
      V * S * Vᵀ * conjMat H = H * (V * S * Vᵀ) := by
  have h2 : Vᴴ * V = 1 := Matrix.mem_unitaryGroup_iff'.mp hV
  have h3 : Vᵀ * (Vᴴ)ᵀ = 1 := by rw [← Matrix.transpose_mul, h2, Matrix.transpose_one]
  refine ⟨mul_mem (mul_mem hV hS) (Matrix.mem_unitaryGroup_iff.mpr h3), ?_⟩
  set D : Matrix n n ℂ := diagonal (fun i => (e i : ℂ)) with hDdef
  have hD : Dᴴ = D := by
    ext i j
    by_cases h : i = j
    · subst h; simp [hDdef]
    · simp [hDdef, h, Ne.symm h]
  have hDt : Dᵀ = D := Matrix.diagonal_transpose _
  have hc : conjMat H = (Vᴴ)ᵀ * (D * Vᵀ) := by
    change (Hᴴ)ᵀ = _
    rw [hH, Matrix.conjTranspose_mul, Matrix.conjTranspose_mul,
      Matrix.conjTranspose_conjTranspose, hD, Matrix.transpose_mul, Matrix.transpose_mul,
      hDt, Matrix.mul_assoc]
  calc V * S * Vᵀ * conjMat H = V * S * (Vᵀ * (Vᴴ)ᵀ) * (D * Vᵀ) := by
        rw [hc]; simp only [Matrix.mul_assoc]
    _ = V * (S * D) * Vᵀ := by rw [h3, Matrix.mul_one]; simp only [Matrix.mul_assoc]
    _ = V * D * (Vᴴ * V) * S * Vᵀ := by
        rw [hSD, h2, Matrix.mul_one]; simp only [Matrix.mul_assoc]
    _ = H * (V * S * Vᵀ) := by rw [hH]; simp only [Matrix.mul_assoc]

/-- **Converse of Kramers' theorem.** If every level of a Hermitian `H` has even degeneracy,
there is an antisymmetric unitary `U` with `U conj(H) = H U`. -/
theorem kramers_converse {H : Matrix n n ℂ} (hH : H.IsHermitian)
    (heven : ∀ E : ℝ, Even (degeneracy H E)) :
    ∃ U ∈ Matrix.unitaryGroup n ℂ, Uᵀ = -U ∧ U * conjMat H = H * U := by
  obtain ⟨V, hV, e, hd⟩ := exists_diagonalisation hH
  obtain ⟨S, hS, hanti, hSD⟩ :=
    exists_pairing e fun E => degeneracy_eq_card hV hd E ▸ heven E
  obtain ⟨hU, hUH⟩ := symmetry_of_commuting hV hd hS hSD
  refine ⟨V * S * Vᵀ, hU, ?_, hUH⟩
  rw [Matrix.transpose_mul, Matrix.transpose_mul, Matrix.transpose_transpose, hanti,
    Matrix.neg_mul, Matrix.mul_neg, Matrix.mul_assoc]

omit [DecidableEq n] in
/-- Applying `v ↦ U conj(v)` after a matrix `A` gives `U conj(A) conj(v)`. -/
theorem timeReversal_mulVec (U A : Matrix n n ℂ) (v : n → ℂ) :
    timeReversal U (A *ᵥ v) = (U * conjMat A) *ᵥ star v := by
  have h : star (A *ᵥ v) = conjMat A *ᵥ star v := by
    ext i
    simp [Matrix.mulVec, dotProduct, conjMat]
  rw [timeReversal, h, Matrix.mulVec_mulVec]

/-- If every level of a Hermitian `H` has even degeneracy, `H` commutes with an antiunitary map `T`
satisfying `T² = -1`. -/
theorem exists_timeReversal_sq_neg {H : Matrix n n ℂ} (hH : H.IsHermitian)
    (heven : ∀ E : ℝ, Even (degeneracy H E)) :
    ∃ U ∈ Matrix.unitaryGroup n ℂ, (∀ v, timeReversal U (timeReversal U v) = -v) ∧
      ∀ v, timeReversal U (H *ᵥ v) = H *ᵥ timeReversal U v := by
  obtain ⟨U, hU, hanti, hUH⟩ := kramers_converse hH heven
  have h1 : U * Uᴴ = 1 := Matrix.mem_unitaryGroup_iff.mp hU
  have hc : conjMat U = -Uᴴ := by
    change (Uᵀ)ᴴ = _
    rw [hanti, Matrix.conjTranspose_neg]
  refine ⟨U, hU, fun v => ?_, fun v => ?_⟩
  · change timeReversal U (U *ᵥ star v) = -v
    rw [timeReversal_mulVec, hc, Matrix.mul_neg, h1, star_star, Matrix.neg_mulVec,
      Matrix.one_mulVec]
  · rw [timeReversal_mulVec, hUH, timeReversal, Matrix.mulVec_mulVec]

/-- Every Hermitian `H`, whatever its degeneracies, commutes with an antiunitary `T`
satisfying `T² = +1`. -/
theorem exists_timeReversal_sq_pos {H : Matrix n n ℂ} (hH : H.IsHermitian) :
    ∃ U ∈ Matrix.unitaryGroup n ℂ, (∀ v, timeReversal U (timeReversal U v) = v) ∧
      ∀ v, timeReversal U (H *ᵥ v) = H *ᵥ timeReversal U v := by
  obtain ⟨V, hV, e, hd⟩ := exists_diagonalisation hH
  -- no pairing is needed: take `S = 1`, so that `U = V Vᵀ` is symmetric
  obtain ⟨hU, hUH⟩ := symmetry_of_commuting hV hd (one_mem _)
    (by rw [Matrix.one_mul, Matrix.mul_one])
  rw [Matrix.mul_one] at hU hUH
  have h1 : V * Vᵀ * (V * Vᵀ)ᴴ = 1 := Matrix.mem_unitaryGroup_iff.mp hU
  have hc : conjMat (V * Vᵀ) = (V * Vᵀ)ᴴ := by
    change ((V * Vᵀ)ᵀ)ᴴ = _
    rw [Matrix.transpose_mul, Matrix.transpose_transpose]
  refine ⟨V * Vᵀ, hU, fun v => ?_, fun v => ?_⟩
  · change timeReversal (V * Vᵀ) ((V * Vᵀ) *ᵥ star v) = v
    rw [timeReversal_mulVec, hc, h1, star_star, Matrix.one_mulVec]
  · rw [timeReversal_mulVec, hUH, timeReversal, Matrix.mulVec_mulVec]

end

end KramersConverse
```

```lean
#print axioms KramersConverse.exists_timeReversal_sq_neg
#print axioms KramersConverse.exists_timeReversal_sq_pos
```

```
'KramersConverse.exists_timeReversal_sq_neg' depends on axioms: [propext, Classical.choice, Quot.sound]
'KramersConverse.exists_timeReversal_sq_pos' depends on axioms: [propext, Classical.choice, Quot.sound]
```

## From the eigenbasis to T in Lean

`exists_diagonalisation` repackages Mathlib's spectral theorem as H = V D Vᴴ with a real energy function `e`.

`degeneracy_eq_card` is the counting step. The fact `hk` identifies the eigenspace with the kernel of H − E, and `hrank` removes the invertible factors V and Vᴴ and reads the rank off the diagonal. `hsum` splits the indices into those with e_i = E and the rest. Rank and nullity then leave an equation between natural numbers, which `omega` solves.

`exists_pairing` does the work that "group the indices into pairs" does in the derivation. Each level has 2k states for some k, so its states can be labelled by `Fin k × Bool`: a pair number and a two-valued pseudospin. The equivalence `g` joins the labels of all levels into one labelling of `n`. On the labels, `τ` flips the pseudospin and `c` is the sign; carried over to `n` by `g`, they become `σ` and `s`. That no state is its own partner needs no separate argument, since s_σ(i) = −s_i with |s_i| = 1 already excludes it. The last three bullets check unitarity, antisymmetry and commutation entry by entry. In the unitarity check, `Finset.sum_eq_single` reduces the sum in the matrix product to the one term whose summation index is σ(i).

`symmetry_of_commuting` contains the chain of equalities for U conj(H) = H U as a `calc` block. It requires only that S be unitary and commute with D, so it serves both signs of T². `kramers_converse` applies it to the paired S and transposes the product to obtain Uᵀ = −U.

`timeReversal_mulVec` moves complex conjugation through a matrix–vector product. The last two theorems use it twice each: with A = H for the commutation, and with A = U for the square. What distinguishes them is `hc`, which gives conj(U) = −Uᴴ in the antisymmetric case and conj(U) = Uᴴ in the symmetric one.
